# With an exponentially correlated bath, second-order memory dephasing gives a negative coherence exactly when $v^2<4D$

Before propagating a qubit coherence with a second-order memory equation, one can compare the bath rate $v$ with twice the coupling, $2\sqrt D$. For pure dephasing with a single exponential bath correlation, this comparison tells whether the computed coherence, viewed in the frame rotating at the mean qubit frequency, will change sign.

## A qubit with a fluctuating frequency

Let the transition frequency of a qubit fluctuate about its mean by $\delta\omega(t)$, with zero average and correlation
$$\langle\delta\omega(t)\,\delta\omega(s)\rangle = D\,e^{-v|t-s|}.$$
Here $D$ is the squared coupling (not a diffusion constant) and $v$ is the rate at which the bath forgets (not a velocity). Let $f(t)$ be the off-diagonal density-matrix element, averaged over the fluctuations, in the frame rotating at the mean frequency and divided by its initial value. Projection to second order in the coupling, in the form that keeps a memory integral, gives
$$f'(t)=-D\int_0^t e^{-v(t-s)}f(s)\,ds,\qquad f(0)=1.$$

Whether a negative $f$ is spurious depends on the bath. For Gaussian fluctuations the exact coherence is $\exp[-D(e^{-vt}+vt-1)/v^2]$ for $v>0$, which is always positive, so a sign change is an artefact of the truncation. For a frequency jumping at random between two values, with the same constant rate in both directions, the same memory equation is exact and the sign change is real. This comparison is background to the theorem, which concerns the memory equation alone.

## What is claimed

Let $v\ge 0$, let $D$ be real, and let $f$ solve the memory equation for all $t\ge0$. Then $f(t)<0$ for some $t\ge0$ if and only if $v^2<4D$. This is `coherence_negative_iff`.

- `memoryIntegral v f t` is the integral above, without the factor $-D$.
- `IsCoherence D v f` says that $f(0)=1$ and that the equation holds at every $t\ge0$. `HasDerivWithinAt` on `Ici 0` means the ordinary derivative for $t>0$ and the right-hand derivative at $t=0$. Values of $f$ at negative times play no role.
- `dampedOscillation v w` is the explicit solution for a slow bath, with angular frequency $w$.

The coherence is real-valued and the bath has one correlation time. That a given system obeys this equation is assumed: the second-order truncation and the uncorrelated initial state behind it are not derived.

## From memory to two linear equations

Call the memory integral $g(t)=e^{-vt}\int_0^t e^{vs}f(s)\,ds$. The product rule gives
$$g'=f-vg,\qquad f'=-Dg,\qquad g(0)=0,\quad f(0)=1.$$

**Fast bath, $v^2\ge4D$.** Set $a,b=\tfrac12\big(v\pm\sqrt{v^2-4D}\big)$, with the plus sign for $a$. Then $a+b=v$, $ab=D$ and $a\ge0$. For $u=f-ag$,
$$u'=-abg-af+a(a+b)g=-a(f-ag)=-au,$$
so $u=e^{-at}$. Next, $g'=f-(a+b)g=u-bg$, hence
$$(e^{bt}g)'=e^{bt}e^{-at}>0.$$
Since $g(0)=0$, it follows that $g\ge0$, and $f=e^{-at}+ag>0$. The case $a=b$ needs no separate treatment.

**Slow bath, $v^2<4D$.** Set $w=\sqrt{D-v^2/4}>0$ and
$$P=e^{vt/2}\big(f-\tfrac v2 g\big),\qquad G=e^{vt/2}\,w\,g.$$
Differentiation gives $P'=e^{vt/2}(v^2/4-D)g=-wG$ and $G'=e^{vt/2}w(f-\tfrac v2g)=wP$. Therefore $P\cos wt+G\sin wt$ and $P\sin wt-G\cos wt$ are constant, with values $1$ and $0$. Solving for $P$ and $G$ gives $P=\cos wt$ and $G=\sin wt$, so
$$f(t)=e^{-vt/2}\Big(\cos wt+\frac{v}{2w}\sin wt\Big).$$
At $t_n=n\pi/w$ this equals $(-1)^n e^{-vt_n/2}$, which is negative for $n=1$.

**This function is a solution.** For this $f$,
$$e^{-v(t-s)}f(s)=\frac{d}{ds}\Big[e^{-vt}e^{vs/2}\frac{\sin ws}{w}\Big],$$
so its memory integral is $e^{-vt/2}\sin(wt)/w$. Differentiating $f$ gives $-(w^2+v^2/4)$ times that integral, as required.

## Two baths at $D=2$

For $v=2$, $v^2=4<8$ and $w=1$, so $f=e^{-t}(\cos t+\sin t)$. It first vanishes at $t=3\pi/4$, and $f(\pi)=-e^{-\pi}\approx-0.043$.

For $v=3$, $v^2=9>8$, $a=2$ and $b=1$, so $f=2e^{-t}-e^{-2t}$. This stays positive, and $f(\pi)\approx0.085$.

## Real decay rates do not suffice

It is wrong to infer positivity from real decay rates alone. With $D=2$ and $v=3$, the function $2e^{-2t}-e^{-t}$ satisfies $f''+vf'+Df=0$, the differential equation that every solution of the memory equation obeys, and starts at one, yet is negative for $t>\ln2$. Its initial slope is $-3$, whereas the memory equation forces $f'(0)=0$ because the integral is empty at $t=0$. In the derivation, this information enters as $g(0)=0$.

## The Lean file

```lean
import Mathlib

open Real Set

namespace SecondOrderMemoryDephasing

noncomputable section

/-- The memory integral of a coherence `f` at time `t`, for a bath whose correlations decay
exponentially at rate `v`. -/
def memoryIntegral (v : ℝ) (f : ℝ → ℝ) (t : ℝ) : ℝ :=
  ∫ s in (0 : ℝ)..t, exp (-v * (t - s)) * f s

/-- The coherence `f` starts at one and obeys the second-order memory equation with squared
coupling `D` and bath rate `v` at all times `t ≥ 0`. -/
structure IsCoherence (D v : ℝ) (f : ℝ → ℝ) : Prop where
  initial : f 0 = 1
  evolution : ∀ t, 0 ≤ t → HasDerivWithinAt f (-D * memoryIntegral v f t) (Ici 0) t

/-- The damped oscillation with damping rate `v / 2` and angular frequency `w`, for `w ≠ 0`. -/
def dampedOscillation (v w t : ℝ) : ℝ :=
  exp (-(v / 2) * t) * (cos (w * t) + v / (2 * w) * sin (w * t))

private lemma hasDerivAt_exp_rate (c t : ℝ) :
    HasDerivAt (fun x : ℝ => exp (c * x)) (c * exp (c * t)) t := by
  have h := ((hasDerivAt_id' t).const_mul c).exp
  exact h.congr_deriv (by ring)

private lemma hasDerivAt_cos_freq (w t : ℝ) :
    HasDerivAt (fun x : ℝ => cos (w * x)) (-(w * sin (w * t))) t := by
  have h := ((hasDerivAt_id' t).const_mul w).cos
  exact h.congr_deriv (by ring)

private lemma hasDerivAt_sin_freq (w t : ℝ) :
    HasDerivAt (fun x : ℝ => sin (w * x)) (w * cos (w * t)) t := by
  have h := ((hasDerivAt_id' t).const_mul w).sin
  exact h.congr_deriv (by ring)

private lemma memoryIntegral_zero (v : ℝ) (f : ℝ → ℝ) : memoryIntegral v f 0 = 0 := by
  simp [memoryIntegral]

private lemma conserved {q : ℝ → ℝ} (hq : ∀ x, 0 ≤ x → HasDerivWithinAt q 0 (Ici 0) x)
    {t : ℝ} (ht : 0 ≤ t) : q t = q 0 :=
  constant_of_has_deriv_right_zero
    (fun x hx => (hq x hx.1).continuousWithinAt.mono (fun _ hy => hy.1))
    (fun x hx => (hq x hx.1).mono (Ici_subset_Ici.mpr hx.1)) t ⟨ht, le_rfl⟩

/-- If `f` solves the memory equation, its memory integral has derivative
`f t - v * memoryIntegral v f t` within `[0, ∞)` at every time `t ≥ 0`. -/
theorem memoryIntegral_evolution {D v : ℝ} {f : ℝ → ℝ} (h : IsCoherence D v f)
    {t : ℝ} (ht : 0 ≤ t) :
    HasDerivWithinAt (memoryIntegral v f) (f t - v * memoryIntegral v f t) (Ici 0) t := by
  have hf : ContinuousOn f (Ici 0) := fun x hx => (h.evolution x hx).continuousWithinAt
  -- extend the coherence continuously to negative times
  have hm : Continuous (fun s : ℝ => f (max s 0)) :=
    hf.comp_continuous (by fun_prop) (fun s => le_max_right s 0)
  have hc : Continuous (fun s : ℝ => exp (v * s) * f (max s 0)) :=
    (by fun_prop : Continuous fun s : ℝ => exp (v * s)).mul hm
  have key : ∀ x ∈ Ici (0 : ℝ), memoryIntegral v f x =
      exp (-v * x) * ∫ s in (0 : ℝ)..x, exp (v * s) * f (max s 0) := by
    intro x hx
    rw [memoryIntegral, ← intervalIntegral.integral_const_mul]
    apply intervalIntegral.integral_congr
    intro s hs
    rw [uIcc_of_le (mem_Ici.mp hx)] at hs
    have he : exp (-v * (x - s)) = exp (-v * x) * exp (v * s) := by
      rw [← exp_add]
      congr 1
      ring
    simp only [max_eq_left hs.1, he]
    ring
  have hI : HasDerivAt (fun x => ∫ s in (0 : ℝ)..x, exp (v * s) * f (max s 0))
      (exp (v * t) * f t) t := by
    have h1 := (hc.integral_hasStrictDerivAt 0 t).hasDerivAt
    simpa only [max_eq_left ht] using h1
  have hd := ((hasDerivAt_exp_rate (-v) t).fun_mul hI).hasDerivWithinAt (s := Ici 0)
  refine (hd.congr key (key t ht)).congr_deriv ?_
  have e1 : exp (-v * t) * exp (v * t) = 1 := by
    rw [← exp_add]
    simp
  rw [key t ht]
  linear_combination f t * e1

/-- If the bath rate is `a + b` and the squared coupling is `a * b`, the coherence minus `a` times
its memory integral equals `exp (-a * t)` at all times `t ≥ 0`. -/
theorem exponential_mode {a b : ℝ} {f : ℝ → ℝ} (h : IsCoherence (a * b) (a + b) f)
    {t : ℝ} (ht : 0 ≤ t) : f t - a * memoryIntegral (a + b) f t = exp (-a * t) := by
  have hq : exp (a * t) * (f t - a * memoryIntegral (a + b) f t) = 1 := by
    refine (conserved (q := fun x => exp (a * x) * (f x - a * memoryIntegral (a + b) f x))
      (fun x hx => ?_) ht).trans (by simp [memoryIntegral_zero, h.initial])
    have hd := (hasDerivAt_exp_rate a x).hasDerivWithinAt.fun_mul
      ((h.evolution x hx).fun_sub ((memoryIntegral_evolution h hx).const_mul a))
    exact hd.congr_deriv (by ring)
  have e1 : exp (-a * t) * exp (a * t) = 1 := by
    rw [← exp_add]
    simp
  linear_combination exp (-a * t) * hq - (f t - a * memoryIntegral (a + b) f t) * e1

/-- If the bath rate is `a + b` and the squared coupling is `a * b` with real `a ≥ 0` and real `b`,
the coherence stays strictly positive at all times `t ≥ 0`. -/
theorem coherence_pos {a b : ℝ} (ha : 0 ≤ a) {f : ℝ → ℝ}
    (h : IsCoherence (a * b) (a + b) f) {t : ℝ} (ht : 0 ≤ t) : 0 < f t := by
  have hd : ∀ x, 0 ≤ x → HasDerivWithinAt (fun y => exp (b * y) * memoryIntegral (a + b) f y)
      (exp (b * x) * exp (-a * x)) (Ici 0) x := by
    intro x hx
    have h1 := (hasDerivAt_exp_rate b x).hasDerivWithinAt.fun_mul (memoryIntegral_evolution h hx)
    exact h1.congr_deriv (by rw [← exponential_mode h hx]; ring)
  -- the rescaled memory integral grows from zero
  have hmono : MonotoneOn (fun y => exp (b * y) * memoryIntegral (a + b) f y) (Ici 0) :=
    monotoneOn_of_hasDerivWithinAt_nonneg (f' := fun x => exp (b * x) * exp (-a * x))
      (convex_Ici 0) (fun x hx => (hd x hx).continuousWithinAt)
      (fun x hx => (hd x (interior_subset hx)).mono interior_subset)
      (fun x _ => by positivity)
  have h0 := hmono (mem_Ici.mpr le_rfl) (mem_Ici.mpr ht) ht
  simp only [memoryIntegral_zero, mul_zero] at h0
  have hg := (mul_nonneg_iff_of_pos_left (exp_pos (b * t))).mp h0
  have hu := exponential_mode h ht
  have hp := exp_pos (-a * t)
  have hag := mul_nonneg ha hg
  linarith

/-- For squared coupling `w ^ 2 + v ^ 2 / 4` with `w ≠ 0`, every solution of the memory equation
equals the damped oscillation of frequency `w` at all times `t ≥ 0`. -/
theorem coherence_eq_dampedOscillation {v w : ℝ} (hw : w ≠ 0) {f : ℝ → ℝ}
    (h : IsCoherence (w ^ 2 + v ^ 2 / 4) v f) {t : ℝ} (ht : 0 ≤ t) :
    f t = dampedOscillation v w t := by
  -- two conserved combinations of the coherence and its memory integral
  have hA : exp (v / 2 * t) * ((f t - v / 2 * memoryIntegral v f t) * cos (w * t)
      + w * memoryIntegral v f t * sin (w * t)) = 1 := by
    refine (conserved (q := fun x => exp (v / 2 * x) *
      ((f x - v / 2 * memoryIntegral v f x) * cos (w * x)
        + w * memoryIntegral v f x * sin (w * x)))
      (fun x hx => ?_) ht).trans (by simp [memoryIntegral_zero, h.initial])
    have hg := memoryIntegral_evolution h hx
    have hd := (hasDerivAt_exp_rate (v / 2) x).hasDerivWithinAt.fun_mul
      ((((h.evolution x hx).fun_sub (hg.const_mul (v / 2))).fun_mul
        (hasDerivAt_cos_freq w x).hasDerivWithinAt).fun_add
        ((hg.const_mul w).fun_mul (hasDerivAt_sin_freq w x).hasDerivWithinAt))
    exact hd.congr_deriv (by ring)
  have hB : exp (v / 2 * t) * ((f t - v / 2 * memoryIntegral v f t) * sin (w * t)
      - w * memoryIntegral v f t * cos (w * t)) = 0 := by
    refine (conserved (q := fun x => exp (v / 2 * x) *
      ((f x - v / 2 * memoryIntegral v f x) * sin (w * x)
        - w * memoryIntegral v f x * cos (w * x)))
      (fun x hx => ?_) ht).trans (by simp [memoryIntegral_zero])
    have hg := memoryIntegral_evolution h hx
    have hd := (hasDerivAt_exp_rate (v / 2) x).hasDerivWithinAt.fun_mul
      ((((h.evolution x hx).fun_sub (hg.const_mul (v / 2))).fun_mul
        (hasDerivAt_sin_freq w x).hasDerivWithinAt).fun_sub
        ((hg.const_mul w).fun_mul (hasDerivAt_cos_freq w x).hasDerivWithinAt))
    exact hd.congr_deriv (by ring)
  have hcs := sin_sq_add_cos_sq (w * t)
  have hP : exp (v / 2 * t) * (f t - v / 2 * memoryIntegral v f t) = cos (w * t) := by
    linear_combination cos (w * t) * hA + sin (w * t) * hB
      - exp (v / 2 * t) * (f t - v / 2 * memoryIntegral v f t) * hcs
  have hG : exp (v / 2 * t) * (w * memoryIntegral v f t) = sin (w * t) := by
    linear_combination sin (w * t) * hA - cos (w * t) * hB
      - exp (v / 2 * t) * (w * memoryIntegral v f t) * hcs
  have hE : exp (-(v / 2) * t) * exp (v / 2 * t) = 1 := by
    rw [← exp_add]
    simp
  have hk : v / (2 * w) * w = v / 2 := by field_simp
  unfold dampedOscillation
  generalize v / (2 * w) = k at hk ⊢
  linear_combination exp (-(v / 2) * t) * hP + exp (-(v / 2) * t) * k * hG
    - exp (-(v / 2) * t) * exp (v / 2 * t) * memoryIntegral v f t * hk - f t * hE

/-- For `w ≠ 0` the damped oscillation of frequency `w` does solve the memory equation with squared
coupling `w ^ 2 + v ^ 2 / 4`. -/
theorem isCoherence_witness (v : ℝ) {w : ℝ} (hw : w ≠ 0) :
    IsCoherence (w ^ 2 + v ^ 2 / 4) v (dampedOscillation v w) := by
  refine ⟨by simp [dampedOscillation], fun t _ => ?_⟩
  -- the memory integral in closed form
  have hI : memoryIntegral v (dampedOscillation v w) t
      = exp (-(v / 2) * t) * (sin (w * t) / w) := by
    have hd : ∀ s ∈ uIcc 0 t, HasDerivAt
        (fun x => exp (-v * t) * (exp (v / 2 * x) * (sin (w * x) / w)))
        (exp (-v * (t - s)) * dampedOscillation v w s) s := by
      intro s _
      have h1 := ((hasDerivAt_exp_rate (v / 2) s).fun_mul
        ((hasDerivAt_sin_freq w s).div_const w)).const_mul (exp (-v * t))
      refine h1.congr_deriv ?_
      have he : exp (-v * (t - s)) * exp (-(v / 2) * s) = exp (-v * t) * exp (v / 2 * s) := by
        rw [← exp_add, ← exp_add]
        congr 1
        ring
      rw [dampedOscillation, ← mul_assoc, he]
      field_simp
      ring
    have hc : Continuous (fun s => exp (-v * (t - s)) * dampedOscillation v w s) := by
      unfold dampedOscillation
      fun_prop
    rw [memoryIntegral, intervalIntegral.integral_eq_sub_of_hasDerivAt hd
      (hc.intervalIntegrable 0 t)]
    have he : exp (-v * t) * exp (v / 2 * t) = exp (-(v / 2) * t) := by
      rw [← exp_add]
      congr 1
      ring
    rw [← he]
    simp only [mul_zero, sin_zero, zero_div, sub_zero]
    ring
  have h2 := (hasDerivAt_exp_rate (-(v / 2)) t).fun_mul
    ((hasDerivAt_cos_freq w t).fun_add ((hasDerivAt_sin_freq w t).const_mul (v / (2 * w))))
  rw [hI]
  refine HasDerivAt.hasDerivWithinAt (h2.congr_deriv ?_)
  field_simp
  ring

/-- For squared coupling `w ^ 2 + v ^ 2 / 4` with `w > 0`, the coherence at the times `n π / w`
alternates in sign, with magnitude given by the damping factor of rate `v / 2`. -/
theorem coherence_alternates {v w : ℝ} (hw : 0 < w) {f : ℝ → ℝ}
    (h : IsCoherence (w ^ 2 + v ^ 2 / 4) v f) (n : ℕ) :
    f (n * π / w) = (-1) ^ n * exp (-(v / 2) * (n * π / w)) := by
  have hp : w * (n * π / w) = n * π := by field_simp
  rw [coherence_eq_dampedOscillation hw.ne' h (by positivity), dampedOscillation, hp,
    cos_nat_mul_pi, sin_nat_mul_pi]
  ring

/-- For a bath rate `v ≥ 0`, the coherence of the second-order memory equation becomes negative at
some time `t ≥ 0` if and only if `v ^ 2 < 4 * D`. -/
theorem coherence_negative_iff {D v : ℝ} (hv : 0 ≤ v) {f : ℝ → ℝ} (h : IsCoherence D v f) :
    (∃ t, 0 ≤ t ∧ f t < 0) ↔ v ^ 2 < 4 * D := by
  constructor
  · rintro ⟨t, ht, hneg⟩
    by_contra hcon
    -- for `4 * D ≤ v ^ 2`, some real `a ≥ 0` and `b` have sum `v` and product `D`
    have hroots : ∃ a b : ℝ, 0 ≤ a ∧ a + b = v ∧ a * b = D := by
      have hs := Real.sq_sqrt (show 0 ≤ v ^ 2 - 4 * D by linarith)
      have hs0 := Real.sqrt_nonneg (v ^ 2 - 4 * D)
      refine ⟨(v + Real.sqrt (v ^ 2 - 4 * D)) / 2, (v - Real.sqrt (v ^ 2 - 4 * D)) / 2,
        by linarith, by ring, ?_⟩
      linear_combination (-1 / 4) * hs
    obtain ⟨a, b, ha, rfl, rfl⟩ := hroots
    exact lt_asymm hneg (coherence_pos ha h ht)
  · intro hslow
    -- a slow bath gives a real oscillation frequency
    have hfreq : ∃ w : ℝ, 0 < w ∧ w ^ 2 + v ^ 2 / 4 = D := by
      have hpos : 0 < D - v ^ 2 / 4 := by linarith
      refine ⟨Real.sqrt (D - v ^ 2 / 4), Real.sqrt_pos.mpr hpos, ?_⟩
      rw [Real.sq_sqrt hpos.le]
      ring
    obtain ⟨w, hw, rfl⟩ := hfreq
    refine ⟨(1 : ℕ) * π / w, by positivity, ?_⟩
    rw [coherence_alternates hw h 1, pow_one]
    have hp := exp_pos (-(v / 2) * ((1 : ℕ) * π / w))
    linarith

end

end SecondOrderMemoryDephasing
```

```lean
#print axioms SecondOrderMemoryDephasing.coherence_negative_iff
-- 'SecondOrderMemoryDephasing.coherence_negative_iff' depends on axioms: [propext, Classical.choice, Quot.sound]
```

## How the lemmas carry the argument

Three private lemmas differentiate the exponential, cosine and sine; `memoryIntegral_zero` gives $g(0)=0$. The lemma `conserved` says that a function with zero derivative on $[0,\infty)$ keeps its initial value.

`memoryIntegral_evolution` proves $g'=f-vg$. It factors $e^{-vt}$ out of the integral and applies the fundamental theorem of calculus. Since $f$ is controlled only for $t\ge0$, the integrand uses `f (max s 0)`, a continuous extension that agrees with $f$ where it matters.

`exponential_mode` obtains $u=e^{-at}$ by showing that $e^{at}u$ is conserved. `coherence_pos` then shows that $e^{bt}g$ is monotone, and `linarith` combines $g\ge0$ with $f=e^{-at}+ag$.

In `coherence_eq_dampedOscillation`, `hA` and `hB` are the two conserved combinations, while `hP` and `hG` recover $P=\cos wt$ and $G=\sin wt$ through $\sin^2+\cos^2=1$. The `linear_combination` calls do this elimination. `isCoherence_witness` checks the explicit solution, so the slow-bath statements apply to an actual function. `coherence_alternates` evaluates it at $t_n$.

The final theorem constructs $a,b$ or $w$ from a square root. In the fast case, a negative value contradicts `coherence_pos`; in the slow case, $t=\pi/w$ supplies one.
